# The total Breit–Wheeler cross section by integrating the tree-level angular density

The density of emission angles for \(\gamma\gamma\to e^+e^-\), up to a factor depending only on the energy, enters here as a definition: it is the unpolarised tree-level result of QED, postulated and not derived from Feynman amplitudes. What is proved is its integral over angle and the behaviour of the resulting cross section. The variable is the electron speed \(b\), in units of the speed of light, in the centre-of-momentum frame. If each photon has energy \(\omega\) and the electron has mass \(m\), then \(1-b^2=m^2/\omega^2\) in natural units, so \(b\to0\) is threshold and \(b\to1\) is high energy.

Taking \(x=\omega/m\) as the variable would leave the integral and its positivity unchanged, but the threshold law, linear in \(b\), would become a square root, since \(b=\sqrt{1-1/x^2}\).

```lean
import Mathlib

open Filter Topology Set

namespace BreitWheeler

noncomputable section
```

The first line loads the mathematical library Mathlib. The `open` line allows short names for limits and intervals.

```lean
/-- Unnormalised density in `c` of unpolarised pair creation by two photons in the
centre-of-momentum frame; `b` is the electron speed in units of the speed of light and `c` the
cosine of the emission angle. -/
def angularDensity (b c : ℝ) : ℝ :=
  (1 - b ^ 4 + 2 * b ^ 2 * (1 - c ^ 2) - b ^ 4 * (1 - c ^ 2) ^ 2) / (1 - b ^ 2 * c ^ 2) ^ 2
```

With \(c=\cos\theta\) the cosine of the emission angle, this defines

\[
f(b,c)=\frac{1-b^4+2b^2(1-c^2)-b^4(1-c^2)^2}{(1-b^2c^2)^2}.
\]

The postulated differential cross section is \(\frac{d\sigma}{dc}=\frac{\pi r^2}{2}\,b(1-b^2)\,f(b,c)\), with \(r\) the classical electron radius; the prefactor does not depend on the angle and is left out of \(f\). Both arguments are arbitrary real numbers; the physical ranges appear later as hypotheses.

```lean
/-- The closed Breit-Wheeler function of the electron speed `b`. -/
def totalF (b : ℝ) : ℝ :=
  (3 - b ^ 4) * Real.log ((1 + b) / (1 - b)) - 2 * b * (2 - b ^ 2)
```

This is the closed form \(F(b)=(3-b^4)L(b)-2b(2-b^2)\), where \(L(b)=\ln\frac{1+b}{1-b}\). `Real.log` is the natural logarithm.

```lean
/-- The total Breit-Wheeler cross section in units of `π r² / 2`, with `r` the classical
electron radius. -/
def reducedCrossSection (b : ℝ) : ℝ := (1 - b ^ 2) * totalF b
```

The reduced cross section is \((1-b^2)F(b)\). Multiplying it by \(\pi r^2/2\), with \(r\) the classical electron radius, gives the cross section in physical units.

```lean
/-- A primitive in `c` of `b` times the angular density. -/
def primitive (b c : ℝ) : ℝ :=
  -b * c - b * (1 - b ^ 2) ^ 2 * c / (1 - b ^ 2 * c ^ 2)
    + (3 - b ^ 4) / 2 * (Real.log (1 + b * c) - Real.log (1 - b * c))
```

The candidate antiderivative in \(c\) is

\[
P(b,c)=-bc-\frac{b(1-b^2)^2c}{1-b^2c^2}+\frac{3-b^4}{2}\bigl[\ln(1+bc)-\ln(1-bc)\bigr].
\]

```lean
/-- The propagator denominator is positive at every emission angle for a massive electron. -/
theorem denominator_pos {b c : ℝ} (hb : b ∈ Ioo (0 : ℝ) 1) (hc : c ∈ Icc (-1 : ℝ) 1) :
    0 < 1 - b ^ 2 * c ^ 2 := by
  obtain ⟨h0, h1⟩ := hb
  obtain ⟨h2, h3⟩ := hc
  have hc2 : 0 ≤ 1 - c ^ 2 := by nlinarith
  have hb2 : 0 < 1 - b ^ 2 := by nlinarith
  nlinarith [mul_nonneg (sq_nonneg b) hc2]
```

`Ioo` is an open interval and `Icc` a closed one, so the hypotheses say \(0<b<1\) and \(-1\le c\le1\). By hand,

\[
1-b^2c^2=(1-b^2)+b^2(1-c^2)>0.
\]

The tactic `nlinarith` finds this combination from the signs of its parts. Physically, the electron propagator has no pole at any emission angle.

```lean
/-- The angular density is positive at every emission angle. -/
theorem angularDensity_pos {b c : ℝ} (hb : b ∈ Ioo (0 : ℝ) 1) (hc : c ∈ Icc (-1 : ℝ) 1) :
    0 < angularDensity b c := by
  have hu := denominator_pos hb hc
  have hc2 : 0 ≤ 1 - c ^ 2 := by nlinarith [hc.1, hc.2]
  have hb2 : 0 ≤ 1 - b ^ 2 := by nlinarith [hb.1, hb.2]
  -- split the numerator into a positive and a nonnegative part
  have hN : 1 - b ^ 4 + 2 * b ^ 2 * (1 - c ^ 2) - b ^ 4 * (1 - c ^ 2) ^ 2
      = (1 - b ^ 2 * c ^ 2) * (1 + b ^ 2 * c ^ 2)
        + 2 * b ^ 2 * (1 - b ^ 2) * (1 - c ^ 2) := by ring
  unfold angularDensity
  rw [hN]
  exact div_pos (add_pos_of_pos_of_nonneg (mul_pos hu (by positivity))
    (mul_nonneg (mul_nonneg (by positivity) hb2) hc2)) (pow_pos hu 2)
```

The numerator of \(f\) equals

\[
(1-b^2c^2)(1+b^2c^2)+2b^2(1-b^2)(1-c^2).
\]

The first term is positive and the second is nonnegative, so \(f>0\). In the proof, `ring` checks the algebraic identity and the last lines combine the signs.

```lean
/-- Differentiating the primitive with respect to `c` gives `b` times the angular density. -/
theorem hasDerivAt_primitive {b c : ℝ} (hb : b ∈ Ioo (0 : ℝ) 1) (hc : c ∈ Icc (-1 : ℝ) 1) :
    HasDerivAt (primitive b) (b * angularDensity b c) c := by
  have hu : 1 - b ^ 2 * c ^ 2 ≠ 0 := (denominator_pos hb hc).ne'
  have hp : 1 + b * c ≠ 0 := fun h => hu (by linear_combination (1 - b * c) * h)
  have hm : 1 - b * c ≠ 0 := fun h => hu (by linear_combination (1 + b * c) * h)
  have lin (k : ℝ) : HasDerivAt (fun x : ℝ => k * x) k c :=
    ((hasDerivAt_id' c).const_mul k).congr_deriv (mul_one k)
  have h1 : HasDerivAt (fun x : ℝ => 1 + b * x) b c := (lin b).const_add 1
  have h2 : HasDerivAt (fun x : ℝ => 1 - b * x) (-b) c := (lin b).const_sub 1
  have h3 : HasDerivAt (fun x : ℝ => 1 - b ^ 2 * x ^ 2) (-(2 * b ^ 2 * c)) c :=
    (((hasDerivAt_pow 2 c).const_mul (b ^ 2)).const_sub 1).congr_deriv
      (by ring)
  have h := ((lin (-b)).fun_sub ((lin (b * (1 - b ^ 2) ^ 2)).fun_div h3 hu)).fun_add
    (((h1.log hp).fun_sub (h2.log hm)).const_mul ((3 - b ^ 4) / 2))
  -- the two logarithms combine over the propagator denominator
  have hlog : b / (1 + b * c) - -b / (1 - b * c) = 2 * b / (1 - b ^ 2 * c ^ 2) := by
    rw [show 1 - b ^ 2 * c ^ 2 = (1 + b * c) * (1 - b * c) by ring]
    field_simp
    ring
  refine h.congr_deriv ?_
  rw [hlog, angularDensity]
  field_simp
  ring
```

`HasDerivAt g d c` means that the function \(g\) has derivative \(d\) at \(c\). The claim is \(\partial P/\partial c=b f\).

Put \(u=1-b^2c^2\) and \(a=1-b^2\). Since \(b^2(1-c^2)=u-a\) and \(1-b^4=2a-a^2\), the numerator of \(f\) is \(-u^2+2(1+a)u-2a^2\), and

\[
f=-1+\frac{2(1+a)}{u}-\frac{2a^2}{u^2}.
\]

The two nontrivial derivatives are

\[
\frac{d}{dc}\frac{c}{u}=\frac{2}{u^2}-\frac1u,\qquad
\frac{d}{dc}\bigl[\ln(1+bc)-\ln(1-bc)\bigr]=\frac{2b}{u}.
\]

Hence

\[
\frac{\partial P}{\partial c}=b\left[-1-\frac{2a^2}{u^2}+\frac{a^2+3-b^4}{u}\right],
\]

and \(a^2+3-b^4=4-2b^2=2(1+a)\), which gives \(bf\). The Lean proof assembles the derivative by the same rules in `h`, combines the logarithmic terms in `hlog`, and leaves the remaining algebra to `field_simp` and `ring`.

```lean
/-- The angular density is continuous over the whole range of emission angles. -/
theorem continuousOn_angularDensity {b : ℝ} (hb : b ∈ Ioo (0 : ℝ) 1) :
    ContinuousOn (angularDensity b) (Icc (-1) 1) := by
  unfold angularDensity
  apply ContinuousOn.div
  · fun_prop
  · fun_prop
  · intro c hc
    exact pow_ne_zero 2 (denominator_pos hb hc).ne'
```

The density is a quotient of polynomials whose denominator does not vanish on \([-1,1]\), so it is continuous there. This makes it integrable.

```lean
/-- The angular integral of the density, times the electron speed, is the closed
Breit-Wheeler function. -/
theorem angular_integral {b : ℝ} (hb : b ∈ Ioo (0 : ℝ) 1) :
    b * ∫ c in (-1 : ℝ)..1, angularDensity b c = totalF b := by
  have hI : uIcc (-1 : ℝ) 1 = Icc (-1) 1 := uIcc_of_le (by norm_num)
  have hint : IntervalIntegrable (fun c => b * angularDensity b c) MeasureTheory.volume (-1) 1 :=
    ContinuousOn.intervalIntegrable
      (by rw [hI]; exact continuousOn_const.mul (continuousOn_angularDensity hb))
  rw [← intervalIntegral.integral_const_mul,
    intervalIntegral.integral_eq_sub_of_hasDerivAt (f := primitive b)
      (fun c hc => hasDerivAt_primitive hb (hI ▸ hc)) hint]
  have hq : 1 - b ^ 2 ≠ 0 := by nlinarith [hb.1, hb.2]
  have hp : 1 + b ≠ 0 := by linarith [hb.1]
  have hm : 1 - b ≠ 0 := by linarith [hb.2]
  -- the rational part at forward and backward emission
  have e : ∀ c : ℝ, c ^ 2 = 1 →
      b * (1 - b ^ 2) ^ 2 * c / (1 - b ^ 2 * c ^ 2) = b * (1 - b ^ 2) * c := by
    intro c hc
    rw [hc, mul_one, div_eq_iff hq]
    ring
  unfold primitive totalF
  rw [e 1 (by norm_num), e (-1) (by norm_num), Real.log_div hp hm,
    show 1 + b * 1 = 1 + b by ring, show 1 - b * 1 = 1 - b by ring,
    show 1 + b * (-1) = 1 - b by ring, show 1 - b * (-1) = 1 + b by ring]
  ring
```

The fundamental theorem of calculus gives \(b\int_{-1}^1 f\,dc=P(b,1)-P(b,-1)\). At \(c=\pm1\) the rational term of \(P\) reduces to \(-b(1-b^2)c\), which is the step named `e`. Therefore

\[
P(b,1)=-b-b(1-b^2)+\tfrac12(3-b^4)L(b),\qquad P(b,-1)=-P(b,1),
\]

and the difference is \((3-b^4)L(b)-2b(2-b^2)=F(b)\).

The same antiderivative covers a detector that accepts only \(|c|\le c_0\), with \(0\le c_0\le1\):

\[
b\int_{-c_0}^{c_0}f\,dc=(3-b^4)\ln\frac{1+bc_0}{1-bc_0}-2bc_0-\frac{2b(1-b^2)^2c_0}{1-b^2c_0^2}.
\]

This cut version is a consequence worked out by hand, not a theorem of the file.

```lean
/-- Near threshold the reduced cross section divided by the electron speed tends to 2. -/
theorem threshold_limit :
    Tendsto (fun b => reducedCrossSection b / b) (𝓝[>] 0) (𝓝 2) := by
  have h1 : HasDerivAt (fun x : ℝ => 1 + x) 1 0 := (hasDerivAt_id' (0 : ℝ)).const_add 1
  have h2 : HasDerivAt (fun x : ℝ => 1 - x) (-1) 0 := (hasDerivAt_id' (0 : ℝ)).const_sub 1
  have hl := (h1.fun_div h2 (by norm_num)).log (by norm_num)
  -- the Breit-Wheeler function has slope 2 at zero speed
  have hF : HasDerivAt totalF 2 0 :=
    ((((hasDerivAt_pow 4 (0 : ℝ)).const_sub 3).fun_mul hl).fun_sub
      (((hasDerivAt_id' (0 : ℝ)).const_mul 2).fun_mul
        ((hasDerivAt_pow 2 (0 : ℝ)).const_sub 2))).congr_deriv (by norm_num)
  have hs := (hasDerivAt_iff_tendsto_slope_zero.mp hF).mono_left
    (nhdsWithin_mono (0 : ℝ) (fun x (hx : x ∈ Ioi (0 : ℝ)) => (mem_Ioi.mp hx).ne'))
  have hq : Tendsto (fun b : ℝ => 1 - b ^ 2) (𝓝[>] 0) (𝓝 1) :=
    (Continuous.tendsto' (by fun_prop) 0 1 (by norm_num)).mono_left nhdsWithin_le_nhds
  have h0 : totalF 0 = 0 := by simp [totalF]
  have h := hq.mul hs
  rw [one_mul] at h
  refine h.congr (fun b => ?_)
  simp only [h0, zero_add, sub_zero, smul_eq_mul, reducedCrossSection]
  ring
```

`Tendsto g (𝓝[>] 0) (𝓝 2)` says that \(g(b)\to2\) as \(b\) approaches 0 from above. Since \(L(0)=0\) and \(L'(0)=2\), we have \(F(0)=0\) and \(F'(0)=3\cdot2-4=2\). Thus

\[
\frac{(1-b^2)F(b)}{b}=(1-b^2)\,\frac{F(b)-F(0)}{b}\longrightarrow 1\cdot2 .
\]

The reduced cross section therefore starts as \(2b\). At tree level this leaves out the Coulomb attraction within the slow pair.

```lean
/-- The reduced cross section tends to zero as the electron speed approaches that of light. -/
theorem high_energy_limit : Tendsto reducedCrossSection (𝓝[<] 1) (𝓝 0) := by
  have hc : Continuous (fun b : ℝ => (1 - b) * Real.log (1 - b)) :=
    Real.continuous_mul_log.comp (continuous_const.sub continuous_id)
  have hA := hc.tendsto' 1 0 (by simp)
  have hlog : ContinuousAt (fun b : ℝ => Real.log (1 + b)) 1 :=
    ContinuousAt.log (by fun_prop) (by norm_num)
  have hP : Tendsto (fun b : ℝ => (1 - b ^ 2) * (3 - b ^ 4)) (𝓝 1) (𝓝 0) :=
    Continuous.tendsto' (by fun_prop) 1 0 (by norm_num)
  have hQ : Tendsto (fun b : ℝ => (1 + b) * (3 - b ^ 4)) (𝓝 1) (𝓝 4) :=
    Continuous.tendsto' (by fun_prop) 1 4 (by norm_num)
  have hR : Tendsto (fun b : ℝ => (1 - b ^ 2) * (2 * b * (2 - b ^ 2))) (𝓝 1) (𝓝 0) :=
    Continuous.tendsto' (by fun_prop) 1 0 (by norm_num)
  have h := ((hP.mul hlog.tendsto).sub (hQ.mul hA)).sub hR
  simp only [zero_mul, mul_zero, sub_zero] at h
  refine (h.mono_left nhdsWithin_le_nhds).congr' ?_
  filter_upwards [Ioo_mem_nhdsLT (zero_lt_one' ℝ)] with b hb
  have hp : 1 + b ≠ 0 := by linarith [hb.1]
  have hm : 1 - b ≠ 0 := by linarith [hb.2]
  simp only [reducedCrossSection, totalF]
  rw [Real.log_div hp hm]
  ring
```

Here `𝓝[<] 1` means approach to 1 from below. Splitting the logarithm gives

\[
(1-b^2)F=(1-b^2)(3-b^4)\ln(1+b)-(1+b)(3-b^4)\,(1-b)\ln(1-b)-2b(1-b^2)(2-b^2).
\]

The first and last terms vanish as \(b\to1\). In the middle term \((1+b)(3-b^4)\to4\), while \((1-b)\ln(1-b)\to0\) because \(x\ln x\to0\) as \(x\to0^+\). The proof names these limits `hP`, `hQ`, `hA` and `hR`, then combines them.

```lean
/-- As the electron speed approaches that of light, the ratio of the Breit-Wheeler function to
`ln((1+b)/(1-b))` tends to 2. -/
theorem leading_logarithm :
    Tendsto (fun b => totalF b / Real.log ((1 + b) / (1 - b))) (𝓝[<] 1) (𝓝 2) := by
  have hz : Tendsto (fun b : ℝ => 1 - b) (𝓝[<] 1) (𝓝[>] 0) := by
    refine tendsto_nhdsWithin_iff.mpr
      ⟨(Continuous.tendsto' (by fun_prop) 1 0 (by norm_num)).mono_left nhdsWithin_le_nhds, ?_⟩
    filter_upwards [self_mem_nhdsWithin] with b hb
    have hb1 : b < 1 := mem_Iio.mp hb
    exact mem_Ioi.mpr (by linarith)
  have hn : Tendsto (fun b : ℝ => 1 + b) (𝓝[<] 1) (𝓝 2) :=
    (Continuous.tendsto' (by fun_prop) 1 2 (by norm_num)).mono_left nhdsWithin_le_nhds
  -- the logarithm itself diverges
  have hL : Tendsto (fun b : ℝ => Real.log ((1 + b) / (1 - b))) (𝓝[<] 1) atTop :=
    Real.tendsto_log_atTop.comp
      (hn.pos_mul_atTop (by norm_num) (tendsto_inv_nhdsGT_zero.comp hz))
  have hA : Tendsto (fun b : ℝ => 3 - b ^ 4) (𝓝[<] 1) (𝓝 2) :=
    (Continuous.tendsto' (by fun_prop) 1 2 (by norm_num)).mono_left nhdsWithin_le_nhds
  have hB : Tendsto (fun b : ℝ => 2 * b * (2 - b ^ 2)) (𝓝[<] 1) (𝓝 2) :=
    (Continuous.tendsto' (by fun_prop) 1 2 (by norm_num)).mono_left nhdsWithin_le_nhds
  have h := hA.sub (hB.div_atTop hL)
  rw [sub_zero] at h
  refine h.congr' ?_
  filter_upwards [hL.eventually_gt_atTop 0] with b hb
  rw [totalF, sub_div, mul_div_cancel_right₀ _ hb.ne']
```

Wherever \(L(b)\neq0\),

\[
\frac{F(b)}{L(b)}=3-b^4-\frac{2b(2-b^2)}{L(b)} .
\]

As \(b\to1\) from below, \(L(b)\to\infty\), so the ratio tends to 2. \(F\) itself grows logarithmically, and the factor \(1-b^2\) is what makes the cross section fall.

```lean
/-- For every electron speed `b` between 0 and 1 the angular integral times `b` equals the closed
Breit-Wheeler function, which is positive; the reduced cross section divided by `b` tends to 2 at
threshold, and the reduced cross section tends to 0 as `b` tends to 1. -/
theorem breit_wheeler :
    (∀ b ∈ Ioo (0 : ℝ) 1,
      b * (∫ c in (-1 : ℝ)..1, angularDensity b c) = totalF b ∧ 0 < totalF b) ∧
    Tendsto (fun b => reducedCrossSection b / b) (𝓝[>] 0) (𝓝 2) ∧
    Tendsto reducedCrossSection (𝓝[<] 1) (𝓝 0) := by
  refine ⟨fun b hb => ⟨angular_integral hb, ?_⟩, threshold_limit, high_energy_limit⟩
  -- a positive density has a positive integral
  rw [← angular_integral hb]
  refine mul_pos hb.1 (intervalIntegral.intervalIntegral_pos_of_pos_on ?_
    (fun c hc => angularDensity_pos hb (Ioo_subset_Icc_self hc)) (by norm_num))
  apply ContinuousOn.intervalIntegrable
  rw [uIcc_of_le (by norm_num : (-1 : ℝ) ≤ 1)]
  exact continuousOn_angularDensity hb

end

end BreitWheeler
```

The final theorem joins four statements: for every \(b\) in \((0,1)\) the integral formula holds and \(F(b)>0\), and the reduced cross section has the two limits found above. The symbol `∧` means "and". Positivity is the only new step: \(F(b)\) is \(b>0\) times the integral of a positive continuous function.

For unpolarised photons at tree level in the centre-of-momentum frame, the formula gives a reference total against which the normalisation of a pair-production simulation can be tested. Agreement with the total does not by itself test the simulated angular distribution.

```lean
#print axioms BreitWheeler.leading_logarithm
-- 'BreitWheeler.leading_logarithm' depends on axioms: [propext, Classical.choice, Quot.sound]
#print axioms BreitWheeler.breit_wheeler
-- 'BreitWheeler.breit_wheeler' depends on axioms: [propext, Classical.choice, Quot.sound]
```
